# Without zero modes, the free-fermion levels at the many-body entanglement gap are the Fermi sea with one mode of smallest |e| flipped

The theorem `first_excited_iff` concerns a finite, nonempty set of non-interacting fermion modes with real, nonzero single-particle entanglement energies `e k`. A many-body level is given by its set `S` of occupied modes and has energy equal to the sum of `e k` over `S`; the Fermi sea occupies exactly the modes of negative energy. The theorem says that `S` differs from the Fermi sea and lies above it by the smallest `|e k|` if and only if `S` arises from the Fermi sea by changing the occupation of one mode that attains this minimum. For the forward direction, the attempt writes the excitation energy as the sum of `|e k|` over all flipped modes and argues that a second flipped mode would make it too large. The converse comes from the earlier result `single_flip`.

The first attempt, which Lean rejects:

```lean
import Mathlib

open Finset
open scoped symmDiff

namespace ManyBodyEntanglementGap

noncomputable section

variable {ι : Type*} [Fintype ι] [DecidableEq ι]

/-- The many-body entanglement energy of the level in which exactly the modes in `S`
are occupied. -/
def energy (e : ι → ℝ) (S : Finset ι) : ℝ := ∑ k ∈ S, e k

/-- The set of modes with negative single-particle entanglement energy. -/
def fermiSea (e : ι → ℝ) : Finset ι := univ.filter (fun k => e k < 0)

/-- The smallest absolute value among the single-particle entanglement energies. -/
def minAbs [Nonempty ι] (e : ι → ℝ) : ℝ := univ.inf' univ_nonempty (fun k => |e k|)

/-- The excitation energy above the Fermi sea is the sum of `|e k|` over the modes whose
occupation differs from that in the Fermi sea. -/
theorem energy_sub_fermiSea (e : ι → ℝ) (S : Finset ι) :
    energy e S - energy e (fermiSea e) = ∑ k ∈ S ∆ fermiSea e, |e k| := by
  -- write every sum as a sum over all modes and compare mode by mode
  have h : ∀ (T : Finset ι) (f : ι → ℝ),
      ∑ k ∈ T, f k = ∑ k, if k ∈ T then f k else 0 := by
    intro T f
    simp
  unfold energy
  rw [h S e, h (fermiSea e) e, h (S ∆ fermiSea e) (fun k => |e k|), ← sum_sub_distrib]
  refine sum_congr rfl fun k _ => ?_
  have hm : k ∈ fermiSea e ↔ e k < 0 := by simp [fermiSea]
  by_cases hk : e k < 0
  · have ha := abs_of_neg hk
    by_cases hS : k ∈ S <;> simp [mem_symmDiff, hm, hS, hk, ha]
  · have ha := abs_of_nonneg (not_lt.mp hk)
    by_cases hS : k ∈ S <;> simp [mem_symmDiff, hm, hS, hk, ha]

/-- Starting from the Fermi sea, flipping the occupation of any one mode `k` gives a different
level, at excitation energy `|e k|`. -/
theorem single_flip (e : ι → ℝ) (k : ι) :
    ({k} : Finset ι) ∆ fermiSea e ≠ fermiSea e ∧
      energy e (({k} : Finset ι) ∆ fermiSea e) - energy e (fermiSea e) = |e k| := by
  constructor
  · intro h
    have hk := Finset.ext_iff.mp h k
    simp only [mem_symmDiff, mem_singleton] at hk
    tauto
  · rw [energy_sub_fermiSea, symmDiff_symmDiff_cancel_right, sum_singleton]

lemma flipped_nonempty {S T : Finset ι} (h : S ≠ T) : (S ∆ T).Nonempty :=
  nonempty_iff_ne_empty.mpr fun h0 => h (symmDiff_eq_bot.mp h0)

/-- For nonzero single-particle energies, the levels at the gap are exactly those obtained
from the Fermi sea by flipping one mode of smallest `|e k|`. -/
theorem first_excited_iff [Nonempty ι] (e : ι → ℝ) (he : ∀ k, e k ≠ 0) (S : Finset ι) :
    (S ≠ fermiSea e ∧ energy e S - energy e (fermiSea e) = minAbs e) ↔
      ∃ k, |e k| = minAbs e ∧ S = ({k} : Finset ι) ∆ fermiSea e := by
  constructor
  · rintro ⟨hS, hE⟩
    rw [energy_sub_fermiSea] at hE
    obtain ⟨k, hk⟩ := flipped_nonempty hS
    -- a second flipped mode would cost additional energy
    have hD : S ∆ fermiSea e = {k} := by
      refine eq_singleton_iff_unique_mem.mpr ⟨hk, fun j hj => ?_⟩
      by_contra hne
      have h1 : minAbs e ≤ |e k| := inf'_le (fun k => |e k|) (mem_univ k)
      have h2 := add_sum_erase (S ∆ fermiSea e) (fun i => |e i|) hk
      have h3 : |e j| ≤ ∑ i ∈ (S ∆ fermiSea e).erase k, |e i| :=
        single_le_sum (f := fun i => |e i|) (fun i _ => abs_nonneg (e i))
          (mem_erase.mpr ⟨hne, hj⟩)
      have h4 := abs_pos.mpr (he j)
      dsimp only at h2
      linarith
    refine ⟨k, ?_, ?_⟩
    · rw [hD, sum_singleton] at hE
      exact hE
    · rw [← hD, symmDiff_symmDiff_cancel_right]
  · rintro ⟨k, hk, rfl⟩
    exact ⟨(single_flip e k).1, (single_flip e k).2.trans hk⟩

end

end ManyBodyEntanglementGap
```

The compiler's answer:

```
Main.lean:75:6: error: `dsimp` made no progress
```

The message says that `dsimp only at h2` found nothing to simplify, and Lean treats that as an error.

The hypothesis `h2` comes from applying `add_sum_erase` to the function `fun i => |e i|`. The `dsimp only` call would have been useful if `h2` still contained unreduced applications such as `(fun i => |e i|) k`, which it would turn into `|e k|`. But when Lean puts a function into the statement of a lemma, it also reduces the places where that function is applied to an argument. So `h2` already said that `|e k|` plus the sum over the other flipped modes equals the sum over all flipped modes.

The repair deletes the `dsimp only` line and leaves a blank line in its place. The call to `linarith` that follows is unchanged, and it closes the goal with `h2` as it stands.

Lean accepts the file once it reads:

```diff
@@ -73,5 +73,5 @@
           (mem_erase.mpr ⟨hne, hj⟩)
       have h4 := abs_pos.mpr (he j)
-      dsimp only at h2
+
       linarith
     refine ⟨k, ?_, ?_⟩
```
